# In an orthonormal tight-binding model with a fixed number of electrons, deleting one orbital coupling costs at most its |ICOHP| in band energy

The crystal is represented by a finite, real, orthonormal orbital basis, either a cluster or a supercell with a real Hamiltonian matrix H. A ground density matrix P is defined by how it is built: take a full orthonormal set of eigenvectors of H, put two electrons in each of k levels, and leave no empty level below a filled one. Here k counts levels and is not a wave vector. That this filling minimises the energy is proved from the definition.

## The bound on the cost of a cut

Let V hold the entries H_ij and H_ji for two different orbitals i and j, and zeros elsewhere. Cutting the bond replaces H by H − V. Let P′ be a ground density matrix of H − V with the same k. The cost and the ICOHP (integrated crystal orbital Hamilton population) are

ΔE = tr(P′(H − V)) − tr(PH)

ICOHP(P) = P_ij H_ji + P_ji H_ij

and the result is

−ICOHP(P′) ≤ ΔE ≤ −ICOHP(P) ≤ |ICOHP(P)|.

Both ICOHPs use the original coupling. P contains both spins and the pair is counted in both orders, so a code that prints one spin or one order must rescale before comparing.

## Screening couplings by ICOHP

|ICOHP(P)| can serve as a ceiling on the rise in band energy when a coupling is deleted. The bound holds for non-interacting electrons at fixed electron number, with all other matrix elements frozen. The ceiling is one-sided. If ICOHP(P) is positive, the deletion lowers the band energy by at least that amount, so |ICOHP(P)| does not limit the size of the change. The lower bound limits the decrease to at most ICOHP(P′), which is evaluated with the density after the cut.

## From filled levels to the two-sided bound

Let the columns of C be the eigenvectors, ε_a the level energies, and f_a the occupations, equal to 2 or 0. Then P = C diag(f) Cᵀ. Since CᵀC = 1 and f_a² = 2f_a,

Pᵀ = P, P² = 2P, tr P = 2k.

Call any matrix Q with these three properties a closed-shell density. The rotated matrix W = CᵀQC has them too, because CCᵀ = 1. The diagonal of W² = 2W, with W symmetric, reads

2W_aa = Σ_b W_ab² ≥ W_aa²,

so the populations w_a = W_aa lie between 0 and 2. They add up to 2k.

Since H = C diag(ε) Cᵀ, the band energy is tr(QH) = Σ_a ε_a w_a, and for Q = P the populations are f_a. Choose μ at the highest filled level, or below all levels if none is filled. Then

Σ_a (ε_a − μ)(w_a − f_a) ≥ 0.

For a filled level both factors are at most zero; for an empty one both are at least zero. The terms in μ cancel because w and f have the same sum, which leaves the variational principle

tr(PH) ≤ tr(QH).

Now use each ground density as a trial density for the other Hamiltonian:

tr(P′(H − V)) ≤ tr(P(H − V)) = tr(PH) − tr(PV)

tr(PH) ≤ tr(P′H) = tr(P′(H − V)) + tr(P′V).

Together these give −tr(P′V) ≤ ΔE ≤ −tr(PV) for any symmetric V. For the bond coupling, only two entries contribute to the trace:

tr(PV) = P_ij H_ji + P_ji H_ij = ICOHP(P),

and likewise for P′. Comparing the two ends gives ICOHP(P) ≤ ICOHP(P′): after the cut, the ICOHP is no more negative.

## The Lean file

```lean
import Mathlib

open Matrix

namespace BondCutting

noncomputable section

variable {n : Type*} [Fintype n] [DecidableEq n]

/-- Occupation numbers: two electrons in each level of `occ`, none in the others. -/
def occupation (occ : Finset n) (a : n) : ℝ := if a ∈ occ then 2 else 0

/-- `P` is a ground density matrix of `H` with `k` doubly occupied levels: it is built from
a complete set of orthonormal real eigenvectors (the columns of `C`), and no filled level
lies above an empty one. -/
def IsGroundDensity (H : Matrix n n ℝ) (k : ℕ) (P : Matrix n n ℝ) : Prop :=
  ∃ (C : Matrix n n ℝ) (ε : n → ℝ) (occ : Finset n),
    Cᵀ * C = 1 ∧ H * C = C * diagonal ε ∧ occ.card = k ∧
    (∀ a ∈ occ, ∀ b ∉ occ, ε a ≤ ε b) ∧ P = C * diagonal (occupation occ) * Cᵀ

/-- A closed-shell trial density matrix with `2k` electrons: symmetric, equal to twice a
projection, and of trace `2k`. -/
structure IsDensity (k : ℕ) (Q : Matrix n n ℝ) : Prop where
  symmetric : Qᵀ = Q
  idem : Q * Q = (2 : ℝ) • Q
  electrons : Q.trace = 2 * k

/-- The part of `H` that couples the orbitals `i` and `j`; all other entries are zero. -/
def bondCoupling (H : Matrix n n ℝ) (i j : n) : Matrix n n ℝ :=
  fun a b => if (a = i ∧ b = j) ∨ (a = j ∧ b = i) then H a b else 0

/-- The ICOHP of the pair `i`, `j`: density matrix times coupling, counted in both orders. -/
def icohp (H P : Matrix n n ℝ) (i j : n) : ℝ := P i j * H j i + P j i * H i j

/-- The occupation numbers add up to two electrons per filled level. -/
theorem sum_occupation (occ : Finset n) : ∑ a, occupation occ a = 2 * (occ.card : ℝ) := by
  simp [occupation, Finset.sum_ite_mem, mul_comm]

/-- A ground density matrix is a closed-shell density matrix with `2k` electrons. -/
theorem IsGroundDensity.isDensity {H P : Matrix n n ℝ} {k : ℕ}
    (hP : IsGroundDensity H k P) : IsDensity k P := by
  obtain ⟨C, ε, occ, hC, -, hk, -, rfl⟩ := hP
  have hD : diagonal (occupation occ) * diagonal (occupation occ)
      = (2 : ℝ) • diagonal (occupation occ) := by
    rw [diagonal_mul_diagonal, ← diagonal_smul]
    congr 1
    ext a
    by_cases h : a ∈ occ <;> simp [occupation, h]
  refine ⟨by simp [transpose_mul, Matrix.mul_assoc], ?_, ?_⟩
  · calc C * diagonal (occupation occ) * Cᵀ * (C * diagonal (occupation occ) * Cᵀ)
        = C * diagonal (occupation occ) * (Cᵀ * C) * diagonal (occupation occ) * Cᵀ := by
          simp only [Matrix.mul_assoc]
      _ = C * (diagonal (occupation occ) * diagonal (occupation occ)) * Cᵀ := by
          rw [hC]; simp only [Matrix.mul_assoc, Matrix.one_mul]
      _ = _ := by rw [hD, Matrix.mul_smul, Matrix.smul_mul]
  · rw [trace_mul_comm, ← Matrix.mul_assoc, hC, Matrix.one_mul, trace_diagonal,
      sum_occupation, hk]

/-- A closed-shell density matrix remains one in any other orthonormal orbital basis. -/
theorem IsDensity.rotate {k : ℕ} {Q C : Matrix n n ℝ} (hQ : IsDensity k Q)
    (hC : Cᵀ * C = 1) : IsDensity k (Cᵀ * Q * C) := by
  have hC' : C * Cᵀ = 1 := mul_eq_one_comm.mp hC
  refine ⟨by simp [transpose_mul, hQ.symmetric, Matrix.mul_assoc], ?_, ?_⟩
  · calc Cᵀ * Q * C * (Cᵀ * Q * C) = Cᵀ * Q * (C * Cᵀ) * Q * C := by
          simp only [Matrix.mul_assoc]
      _ = Cᵀ * (Q * Q) * C := by
          rw [hC']; simp only [Matrix.mul_assoc, Matrix.one_mul]
      _ = _ := by rw [hQ.idem, Matrix.mul_smul, Matrix.smul_mul]
  · rw [trace_mul_comm, ← Matrix.mul_assoc, hC', Matrix.one_mul, hQ.electrons]

omit [DecidableEq n] in
/-- Pauli principle: each orbital of a closed-shell density matrix holds between zero and
two electrons. -/
theorem IsDensity.population {k : ℕ} {Q : Matrix n n ℝ} (hQ : IsDensity k Q) (a : n) :
    0 ≤ Q a a ∧ Q a a ≤ 2 := by
  have h : ∑ b, Q a b * Q a b = 2 * Q a a := by
    have h1 := congrFun (congrFun hQ.idem a) a
    rw [Matrix.mul_apply, Matrix.smul_apply, smul_eq_mul] at h1
    rw [← h1]
    refine Finset.sum_congr rfl fun b _ => ?_
    have hs : Q b a = Q a b := congrFun (congrFun hQ.symmetric a) b
    rw [hs]
  have h2 : Q a a * Q a a ≤ ∑ b, Q a b * Q a b :=
    Finset.single_le_sum (f := fun b => Q a b * Q a b)
      (fun b _ => mul_self_nonneg _) (Finset.mem_univ a)
  constructor
  · nlinarith [mul_self_nonneg (Q a a)]
  · by_contra h3
    push Not at h3
    nlinarith

/-- Aufbau principle: among populations between zero and two with the same electron number,
filling levels such that no filled one lies above an empty one gives the lowest energy. -/
theorem aufbau_le (ε w : n → ℝ) (occ : Finset n)
    (hocc : ∀ a ∈ occ, ∀ b ∉ occ, ε a ≤ ε b) (hw : ∀ a, 0 ≤ w a ∧ w a ≤ 2)
    (hsum : ∑ a, w a = 2 * (occ.card : ℝ)) :
    ∑ a, ε a * occupation occ a ≤ ∑ a, ε a * w a := by
  -- a Fermi level separates filled from empty levels
  obtain ⟨μ, h1, h2⟩ : ∃ μ : ℝ, (∀ a ∈ occ, ε a ≤ μ) ∧ ∀ b ∉ occ, μ ≤ ε b := by
    rcases occ.eq_empty_or_nonempty with h | h
    · obtain ⟨μ, hμ⟩ := (Set.finite_range ε).bddBelow
      exact ⟨μ, by simp [h], fun b _ => hμ ⟨b, rfl⟩⟩
    · obtain ⟨m, hm, hmax⟩ := occ.exists_max_image ε h
      exact ⟨ε m, hmax, hocc m hm⟩
  have hpos : 0 ≤ ∑ a, (ε a - μ) * (w a - occupation occ a) := by
    refine Finset.sum_nonneg fun a _ => ?_
    by_cases h : a ∈ occ
    · simp only [occupation, h, if_true]
      nlinarith [mul_nonneg (sub_nonneg.2 (h1 a h)) (sub_nonneg.2 (hw a).2)]
    · simp only [occupation, h, if_false, sub_zero]
      exact mul_nonneg (sub_nonneg.2 (h2 a h)) (hw a).1
  have hexp : ∑ a, (ε a - μ) * (w a - occupation occ a) = ∑ a, ε a * w a
      - ∑ a, ε a * occupation occ a - μ * ∑ a, w a + μ * ∑ a, occupation occ a := by
    simp only [Finset.mul_sum, ← Finset.sum_sub_distrib, ← Finset.sum_add_distrib]
    exact Finset.sum_congr rfl fun a _ => by ring
  rw [hexp, hsum, sum_occupation] at hpos
  linarith

/-- Variational principle: no closed-shell density matrix with the same number of electrons
has a lower band energy than a ground density matrix. -/
theorem ground_energy_le {H P Q : Matrix n n ℝ} {k : ℕ} (hP : IsGroundDensity H k P)
    (hQ : IsDensity k Q) : (P * H).trace ≤ (Q * H).trace := by
  obtain ⟨C, ε, occ, hC, hHC, hk, hocc, rfl⟩ := hP
  have hH : H = C * diagonal ε * Cᵀ := by
    rw [← hHC, Matrix.mul_assoc, mul_eq_one_comm.mp hC, Matrix.mul_one]
  -- the band energy is the sum of level energies times level populations
  have hE : ∀ X : Matrix n n ℝ, (X * H).trace = ∑ a, ε a * (Cᵀ * X * C) a a := by
    intro X
    have h : (X * H).trace = (Cᵀ * X * C * diagonal ε).trace := by
      rw [hH, ← Matrix.mul_assoc, trace_mul_comm]
      simp only [Matrix.mul_assoc]
    rw [h]
    simp only [Matrix.trace, Matrix.diag_apply, Matrix.mul_diagonal]
    exact Finset.sum_congr rfl fun a _ => mul_comm _ _
  have hD : Cᵀ * (C * diagonal (occupation occ) * Cᵀ) * C = diagonal (occupation occ) := by
    calc _ = (Cᵀ * C) * diagonal (occupation occ) * (Cᵀ * C) := by
          simp only [Matrix.mul_assoc]
      _ = _ := by rw [hC, Matrix.one_mul, Matrix.mul_one]
  rw [hE, hE, hD]
  simp only [diagonal_apply_eq]
  refine aufbau_le ε _ occ hocc (hQ.rotate hC).population ?_
  rw [hk]
  exact (hQ.rotate hC).electrons

/-- Removing any term `V` from `H` changes the band energy by an amount between `-tr(P'V)` and
`-tr(PV)`, with `P` and `P'` ground density matrices before and after, for the same number of
electrons. -/
theorem removal_cost {H V P P' : Matrix n n ℝ} {k : ℕ} (hP : IsGroundDensity H k P)
    (hP' : IsGroundDensity (H - V) k P') :
    -(P' * V).trace ≤ (P' * (H - V)).trace - (P * H).trace ∧
    (P' * (H - V)).trace - (P * H).trace ≤ -(P * V).trace := by
  have h1 := ground_energy_le hP hP'.isDensity
  have h2 := ground_energy_le hP' hP.isDensity
  simp only [Matrix.mul_sub, Matrix.trace_sub] at h2 ⊢
  constructor <;> linarith

/-- For two different orbitals, the trace of the density matrix with their coupling is
the ICOHP of the pair. -/
theorem trace_bondCoupling (H P : Matrix n n ℝ) {i j : n} (hij : i ≠ j) :
    (P * bondCoupling H i j).trace = icohp H P i j := by
  have hV : ∀ a b, bondCoupling H i j a b = (if a = i then if b = j then H i j else 0 else 0)
      + (if a = j then if b = i then H j i else 0 else 0) := by
    intro a b
    by_cases h1 : a = i
    · subst h1
      by_cases h2 : b = j
      · subst h2; simp [bondCoupling, hij]
      · simp [bondCoupling, hij, h2]
    · by_cases h3 : a = j
      · subst h3
        by_cases h4 : b = i
        · subst h4; simp [bondCoupling, h1]
        · simp [bondCoupling, h1, h4]
      · simp [bondCoupling, h1, h3]
  simp only [Matrix.trace, Matrix.diag_apply, Matrix.mul_apply, hV, mul_add,
    Finset.sum_add_distrib]
  simp [icohp, add_comm]

/-- Let `P` and `P'` be ground density matrices before and after cutting the bond between two
different orbitals, with the same number of electrons. The band-energy cost of the cut lies between
minus the ICOHP taken with `P'` and minus the ICOHP taken with `P`, and so is at most the magnitude
of the latter. -/
theorem bond_cut_cost {H P P' : Matrix n n ℝ} {k : ℕ} {i j : n} (hij : i ≠ j)
    (hP : IsGroundDensity H k P) (hP' : IsGroundDensity (H - bondCoupling H i j) k P') :
    -icohp H P' i j ≤ (P' * (H - bondCoupling H i j)).trace - (P * H).trace ∧
    (P' * (H - bondCoupling H i j)).trace - (P * H).trace ≤ -icohp H P i j ∧
    (P' * (H - bondCoupling H i j)).trace - (P * H).trace ≤ |icohp H P i j| := by
  have h := removal_cost hP hP'
  rw [trace_bondCoupling H P hij, trace_bondCoupling H P' hij] at h
  exact ⟨h.1, h.2, h.2.trans (neg_le_abs _)⟩

/-- Two orbitals of equal energy zero, coupled by `-t`. -/
def dimer (t : ℝ) : Matrix (Fin 2) (Fin 2) ℝ := !![0, -t; -t, 0]

/-- For the dimer with two electrons and `t ≥ 0`, explicit ground density matrices before and
after the cut give a cost of `2t`, equal to minus the ICOHP of the intact bond. -/
theorem bond_cut_cost_witness {t : ℝ} (ht : 0 ≤ t) :
    IsGroundDensity (dimer t) 1 !![1, 1; 1, 1] ∧
    IsGroundDensity (dimer t - bondCoupling (dimer t) 0 1) 1 !![2, 0; 0, 0] ∧
    (!![2, 0; 0, 0] * (dimer t - bondCoupling (dimer t) 0 1)).trace
      - (!![1, 1; 1, 1] * dimer t).trace = 2 * t ∧
    -icohp (dimer t) !![1, 1; 1, 1] 0 1 = 2 * t := by
  have h0 : dimer t - bondCoupling (dimer t) 0 1 = 0 := by
    ext i j
    fin_cases i <;> fin_cases j <;> simp [dimer, bondCoupling]
  obtain ⟨s, hs⟩ : ∃ s : ℝ, s * s = 1 / 2 :=
    ⟨√(1 / 2), Real.mul_self_sqrt (by norm_num)⟩
  rw [h0]
  refine ⟨?_, ?_, ?_, ?_⟩
  · -- bonding and antibonding combinations, the bonding one filled
    refine ⟨!![s, s; s, -s], ![-t, t], {0}, ?_, ?_, by simp, ?_, ?_⟩
    · ext i j
      fin_cases i <;> fin_cases j <;> simp [Matrix.mul_apply, Fin.sum_univ_two] <;> linarith
    · ext i j
      fin_cases i <;> fin_cases j <;>
        simp [dimer, Matrix.mul_apply, Fin.sum_univ_two, diagonal_apply] <;> ring
    · intro a ha b hb
      fin_cases a <;> fin_cases b <;> simp_all
    · ext i j
      rw [Matrix.mul_apply, Fin.sum_univ_two, Matrix.mul_diagonal, Matrix.mul_diagonal]
      fin_cases i <;> fin_cases j <;> simp [occupation] <;> linarith
  · refine ⟨1, 0, {0}, by simp, by simp, by simp, by simp, ?_⟩
    ext i j
    fin_cases i <;> fin_cases j <;> simp [occupation]
  · simp only [dimer, Matrix.mul_zero, Matrix.trace_zero, Matrix.trace_fin_two,
      Matrix.mul_apply, Fin.sum_univ_two, Matrix.of_apply, Matrix.cons_val_zero,
      Matrix.cons_val_one]
    ring
  · simp only [icohp, dimer, Matrix.of_apply, Matrix.cons_val_zero, Matrix.cons_val_one]
    ring

/-- For two different orbitals and a fixed number of electrons, the ICOHP taken with the original
coupling is no more negative for a ground density matrix after the cut than for one before it. -/
theorem icohp_le_after_cut {H P P' : Matrix n n ℝ} {k : ℕ} {i j : n} (hij : i ≠ j)
    (hP : IsGroundDensity H k P) (hP' : IsGroundDensity (H - bondCoupling H i j) k P') :
    icohp H P i j ≤ icohp H P' i j := by
  have h := bond_cut_cost hij hP hP'
  linarith [h.1, h.2.1]

end

end BondCutting
```

```lean
#print axioms BondCutting.icohp_le_after_cut
```

```
'BondCutting.icohp_le_after_cut' depends on axioms: [propext, Classical.choice, Quot.sound]
```

## Reading the statements and their proofs

`Matrix n n ℝ` is a real matrix indexed by the finite orbital set `n`. `IsGroundDensity H k P` says that suitable `C`, `ε` and a filled set `occ` exist. It forces H to be symmetric, so symmetry is not a separate hypothesis. `bondCoupling H i j` is V, and `icohp H P i j` is the ICOHP defined above. The main theorem, `bond_cut_cost`, takes `i ≠ j` and the two ground densities, and returns the lower bound, the signed upper bound and the bound by the absolute value.

`IsGroundDensity.isDensity` establishes the three properties of P. `IsDensity.rotate` carries them to the eigenvector basis, and `IsDensity.population` bounds the diagonal; its `nlinarith` calls handle the quadratic inequality W_aa² ≤ 2W_aa. `aufbau_le` constructs μ, with separate cases for an empty and a nonempty filled set, and proves the sum nonnegative term by term. `ground_energy_le` rewrites both traces as level sums and applies it. `removal_cost` uses that principle twice and finishes with `linarith`. `trace_bondCoupling` identifies the trace with the ICOHP by splitting on the positions of the entries, and `icohp_le_after_cut` compares the two ends of the bound.

The device that carries the change of basis is `mul_eq_one_comm`. For square matrices it turns `Cᵀ * C = 1` into `C * Cᵀ = 1`, that is, orthonormality into completeness. The proof needs the second form to rotate Q and to recover H from its eigenvectors. A rectangular array of occupied orbitals, as a partial eigensolver returns, can satisfy the first equation without the second.

## Aufbau after the cut, and the limits of the model

Take two orbitals with energies 0 and 3 and coupling −2, and let k = 1. The levels of H are −1 and 4, and the normalised lower eigenvector is (2, 1)/√5. Hence tr(PH) = −2, P_12 = 4/5 and ICOHP(P) = −3.2. After the cut, aufbau filling puts both electrons in the orbital at 0, so ΔE = 2, within the bound. If both are put in the orbital at 3, ΔE = 8 and the upper bound fails. It is therefore not enough for P′ to fill some k eigenvectors of H − V. In other systems, a code that tracks orbitals by overlap instead of reordering them by energy can leave an empty level below a filled one.

The upper bound can be attained. `bond_cut_cost_witness` gives explicit densities for a dimer with orbital energies 0, coupling −t and t ≥ 0, for which ΔE and −ICOHP(P) both equal 2t.

With degenerate levels, P or P′ may not be unique; the theorem holds for every choice that meets the definition. It concerns one pair of orbitals. For a bond between atoms with several orbitals each, `removal_cost` applies with V equal to the whole coupling block together with its transpose. In a small supercell, one matrix element may combine couplings to several periodic images, and the cut then removes them all.

The theorems do not treat non-orthogonal orbitals, complex Bloch Hamiltonians, fractional occupations or a cut at fixed Fermi level. ΔE is a difference of band energies: it contains no self-consistent response, no nuclear repulsion and no relaxation of the structure, so it is not a bond dissociation energy.
